# A Fock-matrix error of size e changes the expectation value of a normalised orbital by at most e/s, where s is the smallest overlap eigenvalue

If I judge an error in the Fock matrix by its size in the atomic-orbital basis, I can badly underestimate the resulting error in an orbital energy. When basis functions are nearly linearly dependent, an orbital with xᵀSx = 1 can have very large coefficients, and these can amplify the error.

I believe the amplification is at most 1/s, where s is the smallest eigenvalue of the positive definite overlap matrix S. If the error matrix E satisfies |yᵀEy| ≤ e yᵀy for all y, then |xᵀEx| ≤ e/s, with equality possible for E = e I. Can this be made rigorous and checked by machine?

## Normalisation limits the coefficients to xᵀx ≤ 1/s

Yes. Expand x = Σⱼ cⱼuⱼ in orthonormal eigenvectors of S, with eigenvalues sⱼ ≥ s. Then

xᵀSx = Σⱼ sⱼcⱼ² ≥ s Σⱼ cⱼ² = s xᵀx.

A lowest eigenvector v gives 0 < vᵀSv = s vᵀv, so s > 0. With xᵀSx = 1 this yields xᵀx ≤ 1/s. Since x ≠ 0 and 0 ≤ |xᵀEx| ≤ e xᵀx, the number e is nonnegative, and therefore

|xᵀEx| ≤ e xᵀx ≤ e/s.

For equality, take E = e I with e ≥ 0 and x = v/√(s vᵀv). Then xᵀSx = 1 and xᵀx = 1/s, so xᵀEx = e/s. If e > 0, equality for a normalised x means s xᵀx = 1 = xᵀSx, hence Σⱼ (sⱼ − s)cⱼ² = 0. Only components with sⱼ = s survive, so Sx = sx. Conversely, Sx = sx gives 1 = s xᵀx.

The lowest level obeys the same bound. Let x minimise the energy for F, with value ε, and y for F + E, with value ε′, both over normalised orbitals. Each serves as a trial orbital for the other problem:

ε′ ≤ xᵀ(F + E)x = ε + xᵀEx ≤ ε + e/s
ε ≤ yᵀFy = ε′ − yᵀEy ≤ ε′ + e/s.

Two normalised functions with overlap σ, 0 ≤ σ < 1, show the size of the effect:

xᵀSx = (1 − σ)(x₀² + x₁²) + σ(x₀ + x₁)².

The vector (1, −1) has eigenvalue 1 − σ, and the second term is nonnegative, so s = 1 − σ. At σ = 0.99 the amplification can reach 100.

In Lean 4 with Mathlib:

```lean
import Mathlib

open Matrix

namespace OverlapErrorAmplification

variable {n : Type*} [Fintype n] [DecidableEq n]

/-- The quadratic form `xᵀ A x` of a matrix `A` in the orbital with coefficients `x`. -/
def expectation (A : Matrix n n ℝ) (x : n → ℝ) : ℝ := x ⬝ᵥ A *ᵥ x

/-- The number `s` is the smallest real eigenvalue of the matrix `S`. -/
def IsSmallestEigenvalue (S : Matrix n n ℝ) (s : ℝ) : Prop :=
  IsLeast {μ : ℝ | ∃ v : n → ℝ, v ≠ 0 ∧ S *ᵥ v = μ • v} s

/-- The number `ε` is the lowest value of `xᵀ F x` over orbitals normalised by `xᵀ S x = 1`. -/
def IsLowestLevel (F S : Matrix n n ℝ) (ε : ℝ) : Prop :=
  IsLeast (expectation F '' {x | expectation S x = 1}) ε

omit [DecidableEq n] in
/-- A nonzero coefficient vector has positive squared length. -/
theorem self_pos {v : n → ℝ} (hv : v ≠ 0) : 0 < v ⬝ᵥ v := by
  have h0 : 0 ≤ v ⬝ᵥ v := Finset.sum_nonneg fun i _ => mul_self_nonneg (v i)
  exact lt_of_le_of_ne h0 fun h => hv (dotProduct_self_eq_zero.mp h.symm)

/-- Subtracting its smallest eigenvalue times the identity from a symmetric matrix leaves a positive
semidefinite matrix. -/
theorem shifted_posSemidef {S : Matrix n n ℝ} {s : ℝ} (hS : S.IsHermitian)
    (hs : IsSmallestEigenvalue S s) : (S - s • (1 : Matrix n n ℝ)).PosSemidef := by
  have hT : (S - s • (1 : Matrix n n ℝ)).IsHermitian := by
    unfold Matrix.IsHermitian
    rw [conjTranspose_sub, conjTranspose_smul, conjTranspose_one, hS.eq, star_trivial]
  refine hT.posSemidef_iff_eigenvalues_nonneg.mpr fun j => ?_
  have hv := hT.mulVec_eigenvectorBasis j
  rw [sub_mulVec, smul_mulVec, one_mulVec] at hv
  have hne : (hT.eigenvectorBasis j).ofLp ≠ 0 := by
    intro h
    apply hT.eigenvectorBasis.orthonormal.ne_zero j
    ext i
    exact congrFun h i
  -- an eigenvalue of the shifted matrix is an eigenvalue of `S` minus `s`
  have hle : s ≤ hT.eigenvalues j + s :=
    hs.2 ⟨_, hne, (sub_eq_iff_eq_add.mp hv).trans (add_smul _ _ _).symm⟩
  show (0 : ℝ) ≤ hT.eigenvalues j
  linarith

/-- The smallest eigenvalue of a positive definite overlap matrix is positive, and an orbital
with `xᵀ S x = 1` has coefficients with `s xᵀ x ≤ 1`. -/
theorem coefficient_bound {S : Matrix n n ℝ} {s : ℝ} (hS : S.PosDef)
    (hs : IsSmallestEigenvalue S s) :
    0 < s ∧ ∀ x, expectation S x = 1 → s * (x ⬝ᵥ x) ≤ 1 := by
  constructor
  · obtain ⟨v, hv, hSv⟩ := hs.1
    have h := hS.dotProduct_mulVec_pos hv
    rw [star_trivial, hSv, dotProduct_smul, smul_eq_mul] at h
    by_contra hn
    have hn' : s ≤ 0 := not_lt.mp hn
    nlinarith [mul_nonneg (neg_nonneg.mpr hn') (self_pos hv).le]
  · intro x hx
    have h := (shifted_posSemidef hS.isHermitian hs).dotProduct_mulVec_nonneg x
    rw [star_trivial, sub_mulVec, smul_mulVec, one_mulVec, dotProduct_sub,
      dotProduct_smul, smul_eq_mul] at h
    unfold expectation at hx
    linarith

/-- If an error matrix `E` satisfies `|yᵀ E y| ≤ e yᵀ y` for all `y`, then its expectation value
in an orbital with `xᵀ S x = 1` is at most `e / s` in absolute value, where `s` is the smallest
eigenvalue of the overlap matrix. -/
theorem error_bound {S E : Matrix n n ℝ} {s e : ℝ} (hS : S.PosDef)
    (hs : IsSmallestEigenvalue S s) (hE : ∀ y, |expectation E y| ≤ e * (y ⬝ᵥ y))
    {x : n → ℝ} (hx : expectation S x = 1) : |expectation E x| ≤ e / s := by
  obtain ⟨hs0, hb⟩ := coefficient_bound hS hs
  have hx0 : x ≠ 0 := by
    rintro rfl
    simp [expectation] at hx
  have hq := self_pos hx0
  -- the error hypothesis itself forces `e` to be nonnegative
  have he : 0 ≤ e := by
    by_contra hn
    have h1 := mul_neg_of_neg_of_pos (not_le.mp hn) hq
    linarith [hE x, abs_nonneg (expectation E x)]
  rw [le_div_iff₀ hs0]
  have h1 := mul_le_mul_of_nonneg_right (hE x) hs0.le
  have h2 := mul_le_mul_of_nonneg_left (hb x hx) he
  linarith

/-- A uniform error `e · 1` has expectation value `e xᵀ x`. -/
theorem expectation_uniform (e : ℝ) (x : n → ℝ) :
    expectation (e • (1 : Matrix n n ℝ)) x = e * (x ⬝ᵥ x) := by
  unfold expectation
  rw [smul_mulVec, one_mulVec, dotProduct_smul, smul_eq_mul]

/-- For `e ≥ 0` the uniform error `E = e · 1` satisfies `|yᵀ E y| ≤ e yᵀ y` for all `y`, and, with
`s` the smallest eigenvalue of the positive definite overlap matrix `S`, some normalised orbital
attains the bound `e / s`. -/
theorem error_bound_attained {S : Matrix n n ℝ} {s e : ℝ} (hS : S.PosDef)
    (hs : IsSmallestEigenvalue S s) (he : 0 ≤ e) :
    (∀ y : n → ℝ, |expectation (e • (1 : Matrix n n ℝ)) y| ≤ e * (y ⬝ᵥ y)) ∧
    ∃ x, expectation S x = 1 ∧ |expectation (e • (1 : Matrix n n ℝ)) x| = e / s := by
  have hs0 := (coefficient_bound hS hs).1
  constructor
  · intro y
    have hy : 0 ≤ y ⬝ᵥ y := Finset.sum_nonneg fun i _ => mul_self_nonneg (y i)
    rw [expectation_uniform, abs_of_nonneg (mul_nonneg he hy)]
  · obtain ⟨v, hv, hSv⟩ := hs.1
    have hp : 0 < s * (v ⬝ᵥ v) := mul_pos hs0 (self_pos hv)
    -- rescale the lowest eigenvector to unit overlap norm
    obtain ⟨c, hc⟩ : ∃ c : ℝ, c * c * (s * (v ⬝ᵥ v)) = 1 := by
      refine ⟨(Real.sqrt (s * (v ⬝ᵥ v)))⁻¹, ?_⟩
      rw [← mul_inv, Real.mul_self_sqrt hp.le, inv_mul_cancel₀ hp.ne']
    refine ⟨c • v, ?_, ?_⟩
    · unfold expectation
      rw [mulVec_smul, hSv]
      simp only [dotProduct_smul, smul_dotProduct, smul_eq_mul]
      linarith
    · rw [expectation_uniform]
      simp only [dotProduct_smul, smul_dotProduct, smul_eq_mul]
      have h : e * (c * (c * (v ⬝ᵥ v))) = e / s := by
        rw [eq_div_iff hs0.ne']
        linear_combination e * hc
      rw [h, abs_of_nonneg (div_nonneg he hs0.le)]

/-- For a uniform error `e · 1` with `e > 0`, a normalised orbital attains `e / s` exactly when
its coefficient vector satisfies `S x = s x`. -/
theorem attained_iff {S : Matrix n n ℝ} {s e : ℝ} (hS : S.PosDef)
    (hs : IsSmallestEigenvalue S s) (he : 0 < e) {x : n → ℝ} (hx : expectation S x = 1) :
    expectation (e • (1 : Matrix n n ℝ)) x = e / s ↔ S *ᵥ x = s • x := by
  have hs0 := (coefficient_bound hS hs).1
  unfold expectation at hx
  rw [expectation_uniform, eq_div_iff hs0.ne']
  constructor
  · intro h
    have hq : s * (x ⬝ᵥ x) = 1 := mul_left_cancel₀ he.ne' (by linarith)
    -- the semidefinite form of `S - s` vanishes at `x`, so `x` lies in its kernel
    have hz := ((shifted_posSemidef hS.isHermitian hs).dotProduct_mulVec_zero_iff x).mp (by
      rw [star_trivial, sub_mulVec, smul_mulVec, one_mulVec, dotProduct_sub,
        dotProduct_smul, smul_eq_mul, hx, hq, sub_self])
    rw [sub_mulVec, smul_mulVec, one_mulVec] at hz
    exact sub_eq_zero.mp hz
  · intro h
    rw [h, dotProduct_smul, smul_eq_mul] at hx
    linear_combination e * hx

/-- Adding the error `E` to the Fock matrix `F` moves the lowest energy over normalised orbitals
by at most `e / s`. -/
theorem lowest_level_shift {F S E : Matrix n n ℝ} {s e ε ε' : ℝ} (hS : S.PosDef)
    (hs : IsSmallestEigenvalue S s) (hE : ∀ y, |expectation E y| ≤ e * (y ⬝ᵥ y))
    (h : IsLowestLevel F S ε) (h' : IsLowestLevel (F + E) S ε') : |ε' - ε| ≤ e / s := by
  have hadd : ∀ x, expectation (F + E) x = expectation F x + expectation E x := by
    intro x
    unfold expectation
    rw [add_mulVec, dotProduct_add]
  obtain ⟨x, hx, hxe⟩ := h.1
  obtain ⟨y, hy, hye⟩ := h'.1
  -- each minimiser serves as a trial orbital for the other problem
  have h1 : ε' ≤ expectation (F + E) x := h'.2 ⟨x, hx, rfl⟩
  have h2 : ε ≤ expectation F y := h.2 ⟨y, hy, rfl⟩
  have h3 := abs_le.mp (error_bound hS hs hE hx)
  have h4 := abs_le.mp (error_bound hS hs hE hy)
  rw [hadd] at h1 hye
  exact abs_le.mpr ⟨by linarith [h4.1], by linarith [h3.2]⟩

/-- Two normalised basis functions with overlap `σ`, `0 ≤ σ < 1`, have a positive definite
overlap matrix with smallest eigenvalue `1 - σ`. -/
theorem two_functions_witness {σ : ℝ} (h0 : 0 ≤ σ) (h1 : σ < 1) :
    (!![1, σ; σ, 1] : Matrix (Fin 2) (Fin 2) ℝ).PosDef ∧
    IsSmallestEigenvalue !![1, σ; σ, 1] (1 - σ) := by
  have hpos : ∀ v : Fin 2 → ℝ, v ≠ 0 → 0 < v 0 * v 0 + v 1 * v 1 := by
    intro v hv
    simpa only [dotProduct, Fin.sum_univ_two] using self_pos hv
  refine ⟨posDef_iff_dotProduct_mulVec.mpr ⟨?_, ?_⟩, ⟨![1, -1], ?_, ?_⟩, ?_⟩
  · ext i j
    fin_cases i <;> fin_cases j <;> simp
  · intro x hx
    have h : star x ⬝ᵥ (!![1, σ; σ, 1] : Matrix (Fin 2) (Fin 2) ℝ) *ᵥ x
        = (1 - σ) * (x 0 * x 0 + x 1 * x 1) + σ * (x 0 + x 1) ^ 2 := by
      simp [Matrix.mulVec, dotProduct, Fin.sum_univ_two]
      ring
    rw [h]
    linarith [mul_pos (sub_pos.mpr h1) (hpos x hx), mul_nonneg h0 (sq_nonneg (x 0 + x 1))]
  · intro h
    have := congrFun h 0
    simp at this
  · ext i
    fin_cases i <;> simp [Matrix.mulVec, dotProduct, Fin.sum_univ_two] <;> ring
  · rintro μ ⟨v, hv, hμ⟩
    have e0 := congrFun hμ 0
    have e1 := congrFun hμ 1
    simp only [Matrix.mulVec, dotProduct, Fin.sum_univ_two, Matrix.of_apply, Matrix.cons_val_zero,
      Matrix.cons_val_one, Pi.smul_apply, smul_eq_mul] at e0 e1
    have key : (μ - (1 - σ)) * (v 0 * v 0 + v 1 * v 1) = σ * (v 0 + v 1) ^ 2 := by
      linear_combination -(v 0) * e0 - v 1 * e1
    by_contra hn
    have hlt := mul_pos (sub_pos.mpr (not_le.mp hn)) (hpos v hv)
    linarith [mul_nonneg h0 (sq_nonneg (v 0 + v 1))]

end OverlapErrorAmplification
```

```lean
#print axioms OverlapErrorAmplification.error_bound
#print axioms OverlapErrorAmplification.error_bound_attained
#print axioms OverlapErrorAmplification.attained_iff
#print axioms OverlapErrorAmplification.lowest_level_shift
```

```
'OverlapErrorAmplification.error_bound' depends on axioms: [propext, Classical.choice, Quot.sound]
'OverlapErrorAmplification.error_bound_attained' depends on axioms: [propext, Classical.choice, Quot.sound]
'OverlapErrorAmplification.attained_iff' depends on axioms: [propext, Classical.choice, Quot.sound]
'OverlapErrorAmplification.lowest_level_shift' depends on axioms: [propext, Classical.choice, Quot.sound]
```

## What the theorems say about orbitals

Orbitals are real coefficient vectors over a finite basis `n`, and `expectation A x` is xᵀAx. `IsSmallestEigenvalue S s` says that s is the least real number with a nonzero eigenvector, and `S.PosDef` includes the symmetry of S. The main claim is `error_bound`, which needs no symmetry of E.

The hypothesis `hE` is assumed, not derived: E stands for the error left by, say, integral screening or an approximate Coulomb matrix, and e bounds its quadratic form, not its single elements. If no element of E exceeds δ in absolute value, e = Nδ is enough for N basis functions. `IsLowestLevel` also takes a minimum as given. In `lowest_level_shift`, F and E are fixed matrices, so the result bears on one Roothaan-Hall diagonalisation and not on the self-consistent response of the density.

## How the proof follows the derivation

`shifted_posSemidef` replaces the eigenvector expansion. An eigenvector of S − s·1 with eigenvalue λ is an eigenvector of S with eigenvalue λ + s, so minimality gives λ ≥ 0. `coefficient_bound` extracts s > 0 and s xᵀx ≤ 1, and `error_bound` multiplies the two inequalities through by s and e.

`error_bound_attained` rescales the lowest eigenvector. In `attained_iff`, a positive semidefinite form that vanishes at x puts x in the kernel of S − s·1. `lowest_level_shift` exchanges the trial orbitals, and `two_functions_witness` uses the two-function identity above, with a matching one for the eigenvalues.

## Where 1/s enters a Hartree-Fock code

A code using canonical orthogonalisation diagonalises S, divides each eigenvector by the square root of its eigenvalue, and transforms the Fock matrix with the result. Those divisions carry the factor 1/s into the transformed error. Discarding eigenvectors with eigenvalues below a threshold τ limits the factor to 1/τ for the remaining orbitals, by the same argument restricted to their span; the file treats the full basis. With τ = 10⁻⁶, a Fock error of 10⁻¹⁰ hartree in the sense of `hE` is then guaranteed to shift an expectation value by no more than 10⁻⁴ hartree.
